# The free-particle Crank–Nicolson lattice has exactly one decaying exterior mode when $|z|>1$

Let a free particle on a lattice have the Hamiltonian $-J$ times the second lattice difference, with hopping amplitude $J>0$ and $\hbar=1$. Let $\tau>0$ be the time step of the Crank–Nicolson scheme, and $z$ a complex number with $|z|>1$, the factor by which a field is multiplied at each step. Then

$$w+\frac1w=\mu,\qquad \mu=2-\frac{2i}{J\tau}\,\frac{z-1}{z+1},$$

has exactly one nonzero complex solution $w$ with $|w|<1$. It is the factor by which the field changes from one site to the next as it decays away from the boundary. A solution $z^n u_j$ of the scheme on the exterior half-line is bounded in space if and only if $u_1=w\,u_0$.

## A free exterior beyond the last grid point

A wave packet that leaves a finite simulation box should not reflect from its edge. One therefore looks for a condition at the edge that reproduces the effect of the empty lattice outside. For a single free particle in one dimension, treated one value of $z$ at a time, $u_1=w\,u_0$ is that condition.

The exterior Hamiltonian is $-J$ times the second lattice difference, with $\hbar=1$. For a particle of mass $m$ on a grid of spacing $\Delta x$, $J=1/(2m\,\Delta x^2)$. With $\psi^n_j$ the amplitude at time step $n$ and site $j$, the Crank–Nicolson scheme reads

$$i(\psi^{n+1}_{j+1}-\psi^n_{j+1})=-\frac{J\tau}{2}\left[(\delta^2\psi^{n+1})_j+(\delta^2\psi^n)_j\right],$$

where $(\delta^2u)_j=u_{j+2}-2u_{j+1}+u_j$ is centred at site $j+1$. The equation thus holds at sites $1,2,\dots$, while site $0$ is the boundary, whose own equation belongs to the interior.

```lean
import Mathlib

open Complex Filter Topology

namespace DiscreteTransparentBoundary

noncomputable section

/-- The second lattice difference of `u`, centred at site `j + 1`. -/
def secondDiff (u : ℕ → ℂ) (j : ℕ) : ℂ := u (j + 2) - 2 * u (j + 1) + u j

/-- The Crank-Nicolson scheme with time step `τ` for a particle hopping with amplitude `J`
on the exterior half-line; `ψ n j` is the amplitude at time step `n` and site `j`, and the
equation is imposed at every site except the boundary site `0`. -/
def IsCrankNicolson (J τ : ℝ) (ψ : ℕ → ℕ → ℂ) : Prop :=
  ∀ n j, I * (ψ (n + 1) (j + 1) - ψ n (j + 1)) =
    -((J : ℂ) * τ / 2) * (secondDiff (ψ (n + 1)) j + secondDiff (ψ n) j)
```

In Lean the field is a function `ψ : ℕ → ℕ → ℂ`, time index first, and `IsCrankNicolson J τ ψ` says that the equation holds for all `n` and `j`. The quantity $\mu$ is called `modeSymbol J τ z`.

```lean
/-- The right-hand side of the mode equation `w + 1/w = 2 - (2i/(Jτ)) (z - 1)/(z + 1)`,
for nonzero `J` and `τ` and for `z ≠ -1`. -/
def modeSymbol (J τ : ℝ) (z : ℂ) : ℂ :=
  2 - (2 * I / ((J : ℂ) * τ)) * ((z - 1) / (z + 1))
```

## $|z|>1$: a field that grows in time

Physically, $|z|>1$ means that $z^n u_j$ grows from step to step. It is also the region where the Z-transform $\sum_n\psi^n z^{-n}$ of a field bounded in time converges. The condition enters through

$$\operatorname{Re}\frac{z-1}{z+1}=\frac{|z|^2-1}{|z+1|^2}>0 .$$

The denominator is nonzero, because $z=-1$ would give $|z|=1$. The Lean proof follows the same route: it excludes $z=-1$, writes the real part of the quotient in coordinates, and lets `nlinarith` compare the numerator with $|z|^2-1$.

```lean
/-- For `z` outside the closed unit disc, `(z - 1)/(z + 1)` has positive real part. -/
theorem re_cayley_pos {z : ℂ} (hz : 1 < ‖z‖) : 0 < ((z - 1) / (z + 1)).re := by
  have hne : z + 1 ≠ 0 := by
    intro h
    have h1 : z = -1 := eq_neg_of_add_eq_zero_left h
    rw [h1, norm_neg, norm_one] at hz
    exact lt_irrefl _ hz
  have h : 1 < Complex.normSq z := by
    rw [Complex.normSq_eq_norm_sq]
    nlinarith
  rw [Complex.normSq_apply] at h
  rw [Complex.div_re, ← add_div]
  apply div_pos _ (Complex.normSq_pos.2 hne)
  simp only [Complex.sub_re, Complex.add_re, Complex.one_re, Complex.sub_im,
    Complex.add_im, Complex.one_im]
  nlinarith
```

At $z=1$ the real part vanishes and the decaying mode is lost, as the last theorem below shows, so $|z|\ge1$ would not be enough.

## $J>0$ and $\tau>0$: hopping and a forward step

Positive $J$ gives the exterior particle the usual sign of kinetic energy, and positive $\tau$ moves time forward. Since $2/(J\tau)$ is then a positive real number,

$$\operatorname{Im}\mu=-\frac{2}{J\tau}\operatorname{Re}\frac{z-1}{z+1}<0 .$$

The Lean proof isolates this real factor, computes the imaginary part in `key`, and multiplies the two positive quantities.

```lean
/-- For positive `J` and `τ` and `|z| > 1`, the right-hand side of the mode equation has
negative imaginary part. -/
theorem modeSymbol_im_neg {J τ : ℝ} (hJ : 0 < J) (hτ : 0 < τ) {z : ℂ} (hz : 1 < ‖z‖) :
    (modeSymbol J τ z).im < 0 := by
  have key : ∀ (c : ℝ) (s : ℂ), (2 - (c : ℂ) * (I * s)).im = -(c * s.re) := by
    intro c s
    simp
  have h : modeSymbol J τ z =
      2 - ((2 / (J * τ) : ℝ) : ℂ) * (I * ((z - 1) / (z + 1))) := by
    unfold modeSymbol
    push_cast
    ring
  rw [h, key]
  have := mul_pos (div_pos two_pos (mul_pos hJ hτ)) (re_cayley_pos hz)
  linarith
```

If $J=0$ or $\tau=0$, the scheme reduces to $i(z-1)u_{j+1}=0$. The field then vanishes beyond site $0$, and no profile $w^j$ with $w\neq0$ solves it. A negative product $J\tau$ would only reverse the sign of $\operatorname{Im}\mu$, so what the count of roots needs from these two hypotheses is $J\tau\neq0$.

## Non-real $\mu$: one root on each side of the unit circle

For nonzero $w$ the mode equation is the quadratic $w^2-\mu w+1=0$, whose two roots have product $1$. If a root had $|w|=1$, then $1/w=\bar w$ and $\mu=w+\bar w=2\operatorname{Re}w$ would be real. Since $\mu$ is not real, neither root lies on the circle, so one has modulus below $1$ and the other above.

In the Lean proof, `hunit` excludes the circle. For existence, a square root $d$ of $\mu^2-4$ gives $a=(\mu+d)/2$ with $a(\mu-a)=1$, and whichever of $a$ and $\mu-a$ lies in the disc is chosen. For uniqueness, two solutions $w$ and $v$ satisfy $(w-v)(wv-1)=0$. The second factor cannot vanish, because $|w||v|<1$.

```lean
/-- For every non-real `μ`, the equation `w + 1/w = μ` has exactly one nonzero solution in
the open unit disc. -/
theorem existsUnique_root_in_disc {μ : ℂ} (hμ : μ.im ≠ 0) :
    ∃! w : ℂ, w ≠ 0 ∧ ‖w‖ < 1 ∧ w + 1 / w = μ := by
  -- a root on the unit circle would make `μ` real
  have hunit : ∀ w : ℂ, w + 1 / w = μ → ‖w‖ ≠ 1 := by
    intro w h h1
    apply hμ
    rw [← h, one_div, Complex.add_im, Complex.inv_im, Complex.normSq_eq_norm_sq, h1]
    ring
  have hquad : ∀ w : ℂ, w ≠ 0 → w + 1 / w = μ → w * w + 1 = μ * w := by
    intro w h0 h
    have h1 : 1 / w * w = 1 := one_div_mul_cancel h0
    linear_combination w * h - h1
  apply existsUnique_of_exists_of_unique
  · -- the two roots `a` and `μ - a` of the quadratic are inverse to each other
    obtain ⟨d, hd⟩ := IsAlgClosed.exists_pow_nat_eq (μ ^ 2 - 4) (n := 2) two_pos
    obtain ⟨a, ha⟩ : ∃ a : ℂ, a * (μ - a) = 1 :=
      ⟨(μ + d) / 2, by linear_combination (-1 / 4 : ℂ) * hd⟩
    have ha0 : a ≠ 0 := left_ne_zero_of_mul_eq_one ha
    have hb0 : μ - a ≠ 0 := right_ne_zero_of_mul_eq_one ha
    have hainv : 1 / a = μ - a := by
      rw [div_eq_iff ha0]
      linear_combination -ha
    have hbinv : 1 / (μ - a) = a := by
      rw [div_eq_iff hb0]
      exact ha.symm
    have hroot : a + 1 / a = μ := by
      rw [hainv]
      ring
    rcases lt_or_gt_of_ne (hunit a hroot) with h | h
    · exact ⟨a, ha0, h, hroot⟩
    · refine ⟨μ - a, hb0, ?_, ?_⟩
      · have hn : ‖a‖ * ‖μ - a‖ = 1 := by rw [← norm_mul, ha, norm_one]
        have hp : 0 < ‖μ - a‖ := norm_pos_iff.2 hb0
        nlinarith
      · rw [hbinv]
        ring
  · rintro w v ⟨hw0, hw1, hw⟩ ⟨hv0, hv1, hv⟩
    have h : (w - v) * (w * v - 1) = 0 := by
      linear_combination v * hquad w hw0 hw - w * hquad v hv0 hv
    rcases mul_eq_zero.1 h with h | h
    · exact sub_eq_zero.1 h
    · -- two distinct roots have product one, so they cannot both lie in the disc
      exfalso
      have hn : ‖w‖ * ‖v‖ = 1 := by rw [← norm_mul, sub_eq_zero.1 h, norm_one]
      nlinarith [norm_nonneg w, norm_nonneg v]
```

For real $\mu$ the statement can fail: $\mu=2$ gives $(w-1)^2=0$, with $w=1$ as the only root.

The count of decaying modes stated at the start now follows, since a negative imaginary part is nonzero. The symbol `∃!` means "there is exactly one", and the three conditions after it are $w\neq0$, $|w|<1$ and the mode equation written out in full.

```lean
/-- For positive `J` and `τ` and `|z| > 1`, the lattice Crank-Nicolson mode equation has
exactly one nonzero solution `w` with `|w| < 1`: the decaying exterior mode. -/
theorem existsUnique_decaying_mode {J τ : ℝ} (hJ : 0 < J) (hτ : 0 < τ) {z : ℂ}
    (hz : 1 < ‖z‖) :
    ∃! w : ℂ, w ≠ 0 ∧ ‖w‖ < 1 ∧
      w + 1 / w = 2 - (2 * I / ((J : ℂ) * τ)) * ((z - 1) / (z + 1)) :=
  existsUnique_root_in_disc (modeSymbol_im_neg hJ hτ hz).ne
```

## $z\neq-1$: from the scheme to the mode equation

The equation for $w$ is derived from the scheme. Inserting $\psi^n_j=z^nu_j$ and dividing by $z^n$ gives

$$i(z-1)u_{j+1}=-\frac{J\tau}{2}(z+1)(u_{j+2}-2u_{j+1}+u_j).$$

Dividing by $J\tau(z+1)/2$ and rearranging gives

$$u_{j+2}+u_j=\mu\,u_{j+1},$$

and the profile $u_j=w^j$ with $w\neq0$ turns this into $w+1/w=\mu$.

The division needs $J\tau\neq0$ and $z\neq-1$, which is all that the next theorem assumes. At $z=-1$ the right-hand side of the scheme vanishes and forces $u_{j+1}=0$. In Lean, `hμ` records the relation between $\mu$ and $z$. The forward direction uses only the step $n=0$ and cancels the nonzero factor; the reverse direction multiplies the recurrence by $z^n$ and so obtains every time step.

```lean
/-- For nonzero `J` and `τ` and `z ≠ -1`, the field `zⁿ uⱼ` solves the Crank-Nicolson scheme
if and only if its spatial profile `u` obeys a three-term recurrence whose coefficient is
the right-hand side of the mode equation. -/
theorem isCrankNicolson_separated_iff {J τ : ℝ} (hJ : J ≠ 0) (hτ : τ ≠ 0) {z : ℂ}
    (hz : z ≠ -1) (u : ℕ → ℂ) :
    IsCrankNicolson J τ (fun n j => z ^ n * u j) ↔
      ∀ j, u (j + 2) + u j = modeSymbol J τ z * u (j + 1) := by
  have hJ' : (J : ℂ) ≠ 0 := Complex.ofReal_ne_zero.2 hJ
  have hτ' : (τ : ℂ) ≠ 0 := Complex.ofReal_ne_zero.2 hτ
  have hz' : z + 1 ≠ 0 := fun h => hz (eq_neg_of_add_eq_zero_left h)
  have hμ : (J : ℂ) * τ / 2 * (z + 1) * (2 - modeSymbol J τ z) = I * (z - 1) := by
    rw [show 2 - modeSymbol J τ z = (2 * I / ((J : ℂ) * τ)) * ((z - 1) / (z + 1)) by
      unfold modeSymbol; ring]
    field_simp
  constructor
  · intro h j
    have h0 := h 0 j
    simp only [secondDiff, zero_add, pow_one, pow_zero, one_mul] at h0
    have hc : (J : ℂ) * τ / 2 * (z + 1) ≠ 0 :=
      mul_ne_zero (div_ne_zero (mul_ne_zero hJ' hτ') two_ne_zero) hz'
    have h1 : (J : ℂ) * τ / 2 * (z + 1) *
        (u (j + 2) + u j - modeSymbol J τ z * u (j + 1)) = 0 := by
      linear_combination h0 + u (j + 1) * hμ
    exact sub_eq_zero.1 ((mul_eq_zero.1 h1).resolve_left hc)
  · intro h n j
    simp only [secondDiff]
    linear_combination z ^ n * ((J : ℂ) * τ / 2 * (z + 1)) * h j - z ^ n * u (j + 1) * hμ
```

## $0<|w|<1$: decay selects the boundary condition

Physically, $|w|<1$ means that the mode dies out away from the boundary; its partner $1/w$ grows. Multiplying the recurrence, with $\mu=w+1/w$, by $w$ and rearranging gives

$$w(u_{j+2}-w\,u_{j+1})=u_{j+1}-w\,u_j .$$

Hence $w^j(u_{j+1}-w\,u_j)$ is the same at every site and equals $u_1-w\,u_0$. If $|u_j|\le C$ for all $j$, then

$$|u_1-w\,u_0|\le 2C|w|^j\to0,$$

so $u_1=w\,u_0$. Conversely, if $u_1=w\,u_0$, then $w\neq0$ gives $u_{j+1}=w\,u_j$ at every site, and $|u_j|\le|u_0|$.

The Lean proof has the same parts: `hv` is the conserved quantity, proved by induction, `bound` and `lim` give the limit, and a second induction gives the converse.

```lean
/-- If `w` is nonzero with `|w| < 1`, a solution of the recurrence with coefficient
`w + 1/w` is bounded if and only if its first two values satisfy `u₁ = w u₀`. -/
theorem bounded_iff_boundary {w : ℂ} (hw0 : w ≠ 0) (hw1 : ‖w‖ < 1) {u : ℕ → ℂ}
    (h : ∀ j, u (j + 2) + u j = (w + 1 / w) * u (j + 1)) :
    (∃ C : ℝ, ∀ j, ‖u j‖ ≤ C) ↔ u 1 = w * u 0 := by
  have hw : w * (1 / w) = 1 := mul_one_div_cancel hw0
  -- the growing component, rescaled by `w ^ j`, is the same at all sites
  have hv : ∀ j, w ^ j * (u (j + 1) - w * u j) = u 1 - w * u 0 := by
    intro j
    induction j with
    | zero => simp
    | succ j ih =>
      have step : w * (u (j + 2) - w * u (j + 1)) = u (j + 1) - w * u j := by
        linear_combination w * h j + u (j + 1) * hw
      show w ^ (j + 1) * (u (j + 2) - w * u (j + 1)) = _
      rw [pow_succ, mul_assoc, step, ih]
  constructor
  · rintro ⟨C, hC⟩
    have bound : ∀ j : ℕ, ‖u 1 - w * u 0‖ ≤ ‖w‖ ^ j * (2 * C) := by
      intro j
      have h1 : ‖u (j + 1) - w * u j‖ ≤ 2 * C := by
        have h2 := norm_sub_le (u (j + 1)) (w * u j)
        rw [norm_mul] at h2
        have h3 := mul_le_of_le_one_left (norm_nonneg (u j)) hw1.le
        linarith [hC (j + 1), hC j]
      calc ‖u 1 - w * u 0‖ = ‖w‖ ^ j * ‖u (j + 1) - w * u j‖ := by
            rw [← norm_pow, ← norm_mul, hv j]
        _ ≤ ‖w‖ ^ j * (2 * C) :=
            mul_le_mul_of_nonneg_left h1 (pow_nonneg (norm_nonneg w) j)
    have lim := (tendsto_pow_atTop_nhds_zero_of_lt_one (norm_nonneg w) hw1).mul_const (2 * C)
    rw [zero_mul] at lim
    exact sub_eq_zero.1 (norm_le_zero_iff.1 (ge_of_tendsto' lim bound))
  · intro hb
    refine ⟨‖u 0‖, fun j => ?_⟩
    induction j with
    | zero => exact le_rfl
    | succ j ih =>
      have h1 := hv j
      rw [hb, sub_self] at h1
      have h2 := sub_eq_zero.1 ((mul_eq_zero.1 h1).resolve_left (pow_ne_zero j hw0))
      rw [h2, norm_mul]
      exact (mul_le_of_le_one_left (norm_nonneg (u j)) hw1.le).trans ih
```

Allowing $|w|\le1$ would break the equivalence. For $w=i$ the recurrence is $u_{j+2}=-u_j$, and the profile $1,0,-1,0,\dots$ is bounded although $u_1=0\neq i\,u_0$.

## The transparent boundary condition

With the hypotheses together again, the next theorem provides a single $w$ that serves every profile $u$ for which $z^nu_j$ solves the scheme. Its proof takes the root from `existsUnique_decaying_mode`, converts the scheme into the recurrence, and applies `bounded_iff_boundary`. "Bounded" refers to the site index $j$ at fixed $z$; in time the field grows.

```lean
/-- Transparent boundary condition: for positive `J` and `τ` and `|z| > 1` there is a nonzero
solution `w` of the mode equation with `|w| < 1` such that any Crank-Nicolson solution
`zⁿ uⱼ` on the exterior is bounded in space if and only if `u₁ = w u₀`. -/
theorem transparent_boundary {J τ : ℝ} (hJ : 0 < J) (hτ : 0 < τ) {z : ℂ} (hz : 1 < ‖z‖) :
    ∃ w : ℂ, w ≠ 0 ∧ ‖w‖ < 1 ∧ w + 1 / w = modeSymbol J τ z ∧
      ∀ u : ℕ → ℂ, IsCrankNicolson J τ (fun n j => z ^ n * u j) →
        ((∃ C : ℝ, ∀ j, ‖u j‖ ≤ C) ↔ u 1 = w * u 0) := by
  obtain ⟨w, ⟨hw0, hw1, hw⟩, -⟩ := existsUnique_decaying_mode hJ hτ hz
  refine ⟨w, hw0, hw1, hw, fun u hu => bounded_iff_boundary hw0 hw1 ?_⟩
  have hz1 : z ≠ -1 := by
    intro h
    rw [h, norm_neg, norm_one] at hz
    exact lt_irrefl _ hz
  have hrec := (isCrankNicolson_separated_iff hJ.ne' hτ.ne' hz1 u).1 hu
  intro j
  rw [hw]
  exact hrec j
```

A simulation works with a field that contains many values of $z$. If the field is initially zero at site $0$ and beyond, its Z-transform obeys the same recurrence in space, and the step from here to such a code is the inverse Z-transform, which turns multiplication by $w(z)$ into a convolution over the current and earlier time steps at the boundary.

## At $z=1$ the decaying mode is gone

A time-independent field has $z=1$. The profile $w^j$ then has to satisfy $J\tau(w-1)^2=0$, so $w=1$: the field is constant in space and does not decay. The Lean proof reads this off from the scheme at $n=0$, $j=0$.

```lean
/-- On the unit circle the decaying mode can be lost: for nonzero `J` and `τ`, a
time-independent field `wʲ` (the case `z = 1`) solves the scheme only if `w = 1`. -/
theorem no_decaying_mode_at_one {J τ : ℝ} (hJ : J ≠ 0) (hτ : τ ≠ 0) {w : ℂ}
    (h : IsCrankNicolson J τ (fun _ j => w ^ j)) : w = 1 := by
  have h0 := h 0 0
  simp only [secondDiff, zero_add, pow_one, pow_zero] at h0
  have h1 : (J : ℂ) * τ * (w - 1) ^ 2 = 0 := by
    linear_combination h0
  have hc : (J : ℂ) * τ ≠ 0 :=
    mul_ne_zero (Complex.ofReal_ne_zero.2 hJ) (Complex.ofReal_ne_zero.2 hτ)
  exact sub_eq_zero.1 (pow_eq_zero_iff two_ne_zero |>.1 ((mul_eq_zero.1 h1).resolve_left hc))

end

end DiscreteTransparentBoundary
```

```lean
#print axioms DiscreteTransparentBoundary.existsUnique_decaying_mode
#print axioms DiscreteTransparentBoundary.transparent_boundary
#print axioms DiscreteTransparentBoundary.no_decaying_mode_at_one
```

```
'DiscreteTransparentBoundary.existsUnique_decaying_mode' depends on axioms: [propext, Classical.choice, Quot.sound]
'DiscreteTransparentBoundary.transparent_boundary' depends on axioms: [propext, Classical.choice, Quot.sound]
'DiscreteTransparentBoundary.no_decaying_mode_at_one' depends on axioms: [propext, Classical.choice, Quot.sound]
```
